# The non-canonical MP2 amplitude equation has exactly one solution when all virtual Fock eigenvalues lie above all occupied ones

## Orbitals, Fock blocks and the amplitude equation

In second-order Møller–Plesset theory (MP2), the occupied Hartree–Fock orbitals may be rotated among themselves, for example to localise them, and so may the virtual ones. The occupied–virtual block of the Fock matrix stays zero, but the matrix need not be diagonal within either space. When it is not, the first-order amplitudes follow from coupled linear equations instead of a division by orbital-energy differences.

The orbitals are real and orthonormal. Indices $i,j,k$ label occupied orbitals and $a,b,c$ virtual ones. $F^o$ and $F^v$ are the occupied and virtual blocks of the Fock matrix, $A_{ijab}$ is the tensor of two-electron integrals ($\langle ij\|ab\rangle$ for spin orbitals, $\langle ij|ab\rangle$ for the spatial orbitals of a closed-shell molecule), and $t_{ijab}$ are the amplitudes. The equation is $Lt=-A$ with

$$(Lt)_{ijab}=\sum_c F^v_{ac}t_{ijcb}+\sum_c F^v_{bc}t_{ijac}-\sum_k F^o_{ik}t_{kjab}-\sum_k F^o_{jk}t_{ikab}.$$

```lean
import Mathlib

open Matrix
open Finset (sum_comm sum_nonneg sum_congr mul_sum sum_add_distrib sum_pos')

namespace NonCanonicalMP2

variable {o v : Type*} [Fintype o] [Fintype v]
```

The types `o` and `v` are the sets of occupied and virtual labels. Both are finite and otherwise arbitrary.

```lean
/-- Real double-excitation amplitudes `t i j a b`, with `i, j` occupied and `a, b` virtual. -/
abbrev Amp (o v : Type*) := o → o → v → v → ℝ
```

An amplitude tensor is a real function of four labels, written `t i j a b` for $t_{ijab}$. The integrals $A$ have the same type. No antisymmetry is imposed on either.

```lean
/-- The full contraction of two amplitude tensors over all four orbital indices. -/
def contract (s t : Amp o v) : ℝ := ∑ i, ∑ j, ∑ a, ∑ b, s i j a b * t i j a b
```

This is the scalar product $\langle s,t\rangle=\sum_{ijab}s_{ijab}t_{ijab}$. The sum is unrestricted, so $(i,j)$ and $(j,i)$ both count. In particular, $\langle t,t\rangle$ is the squared norm of $t$.

```lean
/-- The left side of the amplitude equation: the virtual Fock block acts on `a` and on `b`,
and the occupied Fock block acts on `i` and on `j` with a minus sign. -/
def amplitudeOp (Fo : Matrix o o ℝ) (Fv : Matrix v v ℝ) : Amp o v →ₗ[ℝ] Amp o v where
  toFun t := fun i j a b =>
    (∑ c, Fv a c * t i j c b) + (∑ c, Fv b c * t i j a c)
      - (∑ k, Fo i k * t k j a b) - ∑ k, Fo j k * t i k a b
  map_add' s t := by
    funext i j a b
    simp only [Pi.add_apply, mul_add, sum_add_distrib]
    ring
  map_smul' r t := by
    funext i j a b
    simp only [Pi.smul_apply, smul_eq_mul, RingHom.id_apply, mul_sub, mul_add,
      mul_sum, mul_left_comm]
```

`amplitudeOp Fo Fv` is $L$. The arrow `→ₗ[ℝ]` says that it is a real-linear map: `toFun` gives the formula above, and the other two fields prove that it respects sums and real factors.

```lean
/-- The contraction is additive in its second argument. -/
theorem contract_add (s t u : Amp o v) :
    contract s (t + u) = contract s t + contract s u := by
  simp only [contract, Pi.add_apply, mul_add, sum_add_distrib]
```

In ordinary notation, $\langle s,t+u\rangle=\langle s,t\rangle+\langle s,u\rangle$.

```lean
/-- A real factor can be pulled out of the second argument of the contraction. -/
theorem contract_smul (r : ℝ) (s t : Amp o v) :
    contract s (r • t) = r * contract s t := by
  simp only [contract, Pi.smul_apply, smul_eq_mul, mul_sum, mul_left_comm]
```

Likewise $\langle s,rt\rangle=r\langle s,t\rangle$ for real $r$.

## From eigenvalues to a lower bound on $L$

```lean
variable [DecidableEq o] [DecidableEq v]

/-- If `p λ + q ≥ 0` for every eigenvalue `λ` of a real symmetric matrix `F`, then
`p F + q` has a nonnegative quadratic form. -/
theorem quadratic_form_nonneg {F : Matrix o o ℝ} (hF : F.IsHermitian) (x : o → ℝ) (p q : ℝ)
    (h : ∀ k, 0 ≤ p * hF.eigenvalues k + q) :
    0 ≤ ∑ a, x a * (p * ∑ c, F a c * x c + q * x a) := by
  have hin : ∀ u w : EuclideanSpace ℝ o, inner ℝ u w = ∑ a, u.ofLp a * w.ofLp a := by
    intro u w
    simp [PiLp.inner_apply, mul_comm]
  have hs : ∀ a c, F a c = F c a := fun a c => by simpa using hF.apply c a
  let e := hF.eigenvectorBasis
  let X : EuclideanSpace ℝ o := WithLp.toLp 2 x
  let Y : EuclideanSpace ℝ o := WithLp.toLp 2 (fun a => p * ∑ c, F a c * x c + q * x a)
  -- in the eigenvector basis the matrix acts by multiplication
  have hb : ∀ k, inner ℝ (e k) Y = (p * hF.eigenvalues k + q) * inner ℝ (e k) X := by
    intro k
    have he : ∀ c, ∑ a, F c a * (e k).ofLp a = hF.eigenvalues k * (e k).ofLp c :=
      fun c => congrFun (hF.mulVec_eigenvectorBasis k) c
    have hswap : ∑ a, (e k).ofLp a * ∑ c, F a c * x c
        = hF.eigenvalues k * ∑ c, (e k).ofLp c * x c := by
      calc _ = ∑ c, (∑ a, F c a * (e k).ofLp a) * x c := by
            simp only [mul_sum, Finset.sum_mul]
            rw [sum_comm]
            refine sum_congr rfl fun c _ => sum_congr rfl fun a _ => ?_
            rw [hs a c]
            ring
        _ = _ := by simp only [he, mul_sum, mul_assoc]
    rw [hin, hin]
    calc _ = p * (∑ a, (e k).ofLp a * ∑ c, F a c * x c)
            + q * ∑ a, (e k).ofLp a * x a := by
          rw [mul_sum, mul_sum, ← sum_add_distrib]
          exact sum_congr rfl fun a _ => by ring
      _ = (p * hF.eigenvalues k + q) * ∑ a, (e k).ofLp a * x a := by
          rw [hswap]
          ring
  have hXY : 0 ≤ inner ℝ X Y := by
    rw [← e.sum_inner_mul_inner X Y]
    refine sum_nonneg fun k _ => ?_
    rw [hb k, real_inner_comm]
    nlinarith [mul_nonneg (h k) (mul_self_nonneg (inner ℝ (e k) X))]
  rw [hin] at hXY
  exact hXY
```

For a real matrix, `IsHermitian` means symmetric. Given a proof `hF` of this, `hF.eigenvalues k` is the $k$-th eigenvalue $\lambda_k$. The label $k$ numbers eigenvalues here; $\lambda_k$ is not an energy belonging to the basis orbital $k$. The matrix $F$ is generic, and the lemma serves for both Fock blocks.

The claim is that $x\cdot(pFx+qx)\ge 0$ whenever $p\lambda_k+q\ge0$ for all $k$. Take orthonormal eigenvectors $u_k$ and set $y=pFx+qx$. Since $F$ is symmetric,

$$u_k\cdot Fx=(Fu_k)\cdot x=\lambda_k\,u_k\cdot x,\qquad\text{so}\qquad u_k\cdot y=(p\lambda_k+q)\,u_k\cdot x.$$

Inserting the complete set of eigenvectors gives

$$x\cdot y=\sum_k (x\cdot u_k)(u_k\cdot y)=\sum_k(p\lambda_k+q)(u_k\cdot x)^2\ge0.$$

In the code, `e` is the eigenvector basis, and `X` and `Y` are $x$ and $y$ as Euclidean vectors. `hswap` moves $F$ onto the eigenvector, `hb` is the formula for $u_k\cdot y$, and `sum_inner_mul_inner` is the completeness relation.

```lean
variable {Fo : Matrix o o ℝ} {Fv : Matrix v v ℝ} (ho : Fo.IsHermitian) (hv : Fv.IsHermitian)

/-- If the eigenvalues of the symmetric block `Fo` are at most `M` and those of the symmetric
block `Fv` at least `m`, the quadratic form of the amplitude operator is at least
`2 (m - M)` times the squared norm of `t`. -/
theorem gap_bound {M m : ℝ} (hM : ∀ i, ho.eigenvalues i ≤ M)
    (hm : ∀ a, m ≤ hv.eigenvalues a) (t : Amp o v) :
    2 * (m - M) * contract t t ≤ contract t (amplitudeOp Fo Fv t) := by
  have lo : ∀ k, 0 ≤ 1 * hv.eigenvalues k + -m := fun k => by linarith [hm k]
  have up : ∀ k, 0 ≤ -1 * ho.eigenvalues k + M := fun k => by linarith [hM k]
  -- one nonnegative contribution for each of the four indices
  let g1 : Amp o v := fun i j a b => 1 * ∑ c, Fv a c * t i j c b + -m * t i j a b
  let g2 : Amp o v := fun i j a b => 1 * ∑ c, Fv b c * t i j a c + -m * t i j a b
  let g3 : Amp o v := fun i j a b => -1 * ∑ k, Fo i k * t k j a b + M * t i j a b
  let g4 : Amp o v := fun i j a b => -1 * ∑ k, Fo j k * t i k a b + M * t i j a b
  have h1 : 0 ≤ contract t g1 := by
    unfold contract
    refine sum_nonneg fun i _ => sum_nonneg fun j _ => ?_
    rw [sum_comm]
    exact sum_nonneg fun b _ => quadratic_form_nonneg hv (fun a => t i j a b) 1 (-m) lo
  have h2 : 0 ≤ contract t g2 := by
    unfold contract
    exact sum_nonneg fun i _ => sum_nonneg fun j _ => sum_nonneg fun a _ =>
      quadratic_form_nonneg hv (t i j a) 1 (-m) lo
  have h3 : 0 ≤ contract t g3 := by
    unfold contract
    rw [sum_comm]
    refine sum_nonneg fun j _ => ?_
    rw [sum_comm]
    refine sum_nonneg fun a _ => ?_
    rw [sum_comm]
    exact sum_nonneg fun b _ => quadratic_form_nonneg ho (fun i => t i j a b) (-1) M up
  have h4 : 0 ≤ contract t g4 := by
    unfold contract
    refine sum_nonneg fun i _ => ?_
    rw [sum_comm]
    refine sum_nonneg fun a _ => ?_
    rw [sum_comm]
    exact sum_nonneg fun b _ => quadratic_form_nonneg ho (fun j => t i j a b) (-1) M up
  have hsum : amplitudeOp Fo Fv t = g1 + g2 + g3 + g4 + (2 * (m - M)) • t := by
    funext i j a b
    simp only [amplitudeOp, LinearMap.coe_mk, AddHom.coe_mk, Pi.add_apply, Pi.smul_apply,
      smul_eq_mul, g1, g2, g3, g4]
    ring
  rw [hsum, contract_add, contract_add, contract_add, contract_add, contract_smul]
  linarith
```

Let $M$ be an upper bound on the eigenvalues of $F^o$ and $m$ a lower bound on those of $F^v$. The theorem states

$$2(m-M)\,\langle t,t\rangle\le\langle t,Lt\rangle.$$

To derive it, split $L$ into four shifted terms, one for each index:

$$\begin{aligned}
(g_1)_{ijab}&=\sum_c F^v_{ac}t_{ijcb}-m\,t_{ijab}, & (g_2)_{ijab}&=\sum_c F^v_{bc}t_{ijac}-m\,t_{ijab},\\
(g_3)_{ijab}&=M\,t_{ijab}-\sum_k F^o_{ik}t_{kjab}, & (g_4)_{ijab}&=M\,t_{ijab}-\sum_k F^o_{jk}t_{ikab}.
\end{aligned}$$

In $\langle t,g_1\rangle$, hold $i,j,b$ fixed. What remains is a quadratic form in the vector $a\mapsto t_{ijab}$ with matrix $F^v-m$, which is nonnegative by the previous lemma with $p=1$, $q=-m$. Summing over $i,j,b$ keeps it nonnegative. The second term works the same way, and the two occupied terms use $p=-1$, $q=M$. The shifts add up to $-2m+2M$, hence

$$Lt=g_1+g_2+g_3+g_4+2(m-M)t.$$

Contracting with $t$ gives the bound.

The facts `h1` to `h4` are the four nonnegative contributions. The repeated `sum_comm` exchanges the order of summation until the active index is innermost. `hsum` is the decomposition of $Lt$, and `linarith` combines the inequalities.

```lean
/-- If every eigenvalue of the symmetric block `Fo` lies below every eigenvalue of the
symmetric block `Fv`, the amplitude operator has a positive definite quadratic form. -/
theorem amplitudeOp_pos (gap : ∀ i a, ho.eigenvalues i < hv.eigenvalues a)
    {t : Amp o v} (ht : t ≠ 0) : 0 < contract t (amplitudeOp Fo Fv t) := by
  obtain ⟨i, hi⟩ := Function.ne_iff.1 ht
  obtain ⟨j, hj⟩ := Function.ne_iff.1 hi
  obtain ⟨a, ha⟩ := Function.ne_iff.1 hj
  obtain ⟨b, hb⟩ := Function.ne_iff.1 ha
  have hpos : 0 < contract t t := by
    unfold contract
    refine sum_pos' (fun _ _ => sum_nonneg fun _ _ => sum_nonneg fun _ _ =>
      sum_nonneg fun _ _ => mul_self_nonneg _) ⟨i, Finset.mem_univ i, ?_⟩
    refine sum_pos' (fun _ _ => sum_nonneg fun _ _ => sum_nonneg fun _ _ =>
      mul_self_nonneg _) ⟨j, Finset.mem_univ j, ?_⟩
    refine sum_pos' (fun _ _ => sum_nonneg fun _ _ => mul_self_nonneg _)
      ⟨a, Finset.mem_univ a, ?_⟩
    exact sum_pos' (fun _ _ => mul_self_nonneg _) ⟨b, Finset.mem_univ b, mul_self_pos.2 hb⟩
  have : Nonempty o := ⟨i⟩
  have : Nonempty v := ⟨a⟩
  -- the highest occupied and the lowest virtual eigenvalue
  obtain ⟨k, hk⟩ := Finite.exists_max ho.eigenvalues
  obtain ⟨c, hc⟩ := Finite.exists_min hv.eigenvalues
  have hg : 0 < 2 * (hv.eigenvalues c - ho.eigenvalues k) := by linarith [gap k c]
  exact lt_of_lt_of_le (mul_pos hg hpos) (gap_bound ho hv hk hc t)
```

The hypothesis `gap` says that every eigenvalue of $F^o$ is strictly below every eigenvalue of $F^v$. Physically, this is a positive gap between the highest occupied and the lowest virtual orbital energy. It is stated through eigenvalues because the diagonal elements of a non-canonical Fock matrix are in general not orbital energies.

The conclusion is $\langle t,Lt\rangle>0$ for every $t\ne0$. A nonzero tensor has a nonzero entry, so $\langle t,t\rangle>0$; the labels of that entry also show that there is at least one occupied and one virtual orbital. Choose $M$ as the largest eigenvalue of $F^o$ and $m$ as the smallest of $F^v$. Then $m-M>0$, and the bound gives

$$\langle t,Lt\rangle\ge2(m-M)\langle t,t\rangle>0.$$

The four `obtain` lines at the start find the nonzero entry, and `exists_max` and `exists_min` supply the two frontier eigenvalues.

## One solution, and the sign of its contraction with the integrals

```lean
/-- For symmetric Fock blocks with every eigenvalue of `Fo` below every eigenvalue of `Fv`,
the amplitude equation has exactly one solution. Its contraction with `A` is at most zero,
and is zero exactly when `A = 0`. -/
theorem amplitude_equation (gap : ∀ i a, ho.eigenvalues i < hv.eigenvalues a) (A : Amp o v) :
    (∃! t, amplitudeOp Fo Fv t = -A) ∧
      ∀ t, amplitudeOp Fo Fv t = -A →
        contract t A ≤ 0 ∧ (contract t A = 0 ↔ A = 0) := by
  have inj : Function.Injective (amplitudeOp Fo Fv) := by
    refine (injective_iff_map_eq_zero (amplitudeOp Fo Fv)).2 fun t h => ?_
    by_contra ht
    have hp := amplitudeOp_pos ho hv gap ht
    rw [h] at hp
    simp [contract] at hp
  constructor
  · -- in finite dimension an injective operator is surjective
    obtain ⟨t, ht⟩ := LinearMap.injective_iff_surjective.1 inj (-A)
    exact ⟨t, ht, fun s hs => inj (hs.trans ht.symm)⟩
  · intro t ht
    have hA : A = (-1 : ℝ) • amplitudeOp Fo Fv t := by
      rw [ht]
      simp
    have hp : contract t A = -contract t (amplitudeOp Fo Fv t) := by
      rw [hA, contract_smul]
      ring
    rcases eq_or_ne t 0 with h0 | h0
    · have hz : A = 0 := by
        rw [hA, h0]
        simp
      rw [hz]
      simp [contract]
    · have hpos := amplitudeOp_pos ho hv gap h0
      refine ⟨by linarith, fun h => by exfalso; linarith, fun h => ?_⟩
      rw [h]
      simp [contract]
```

The symbol `∃!` means "there is exactly one". The theorem says that $Lt=-A$ has exactly one solution for every real $A$, and that this solution satisfies $\langle t,A\rangle\le0$, with equality exactly when $A=0$.

For uniqueness, suppose $Lt=0$ with $t\neq0$. Then $0<\langle t,Lt\rangle=\langle t,0\rangle=0$, a contradiction, so $L$ is injective. An injective linear map from a finite-dimensional space to itself is surjective, so a solution exists. These are the steps `inj` and `LinearMap.injective_iff_surjective`.

For the sign, insert $A=-Lt$:

$$\langle t,A\rangle=-\langle t,Lt\rangle.$$

If $t=0$, then $A=0$ and the contraction vanishes. If $t\ne0$, the contraction is strictly negative, which also excludes $A=0$. The `rcases` line separates these two cases.

For a finite set of real spin orbitals with a vanishing occupied–virtual Fock block, the MP2 energy is $E^{(2)}=\tfrac14\langle t,A\rangle$ with $A_{ijab}=\langle ij\|ab\rangle$, so the sign result reads $E^{(2)}\le0$. This identification is the step from the Lean model to the molecule that the hypotheses do not contain: in the theorem, $A$ is any real tensor. For the spatial orbitals of a closed-shell molecule, with $A_{ijab}=\langle ij|ab\rangle$, the energy is $\sum_{ijab}(2A_{ijab}-A_{ijba})\,t_{ijab}$ instead, which is in general not a fixed multiple of $\langle t,A\rangle$. For local MP2 in an orthonormal basis with no amplitudes discarded and with the gap assumed above, the theorem says that the linear system has one solution to converge to.

## Canonical orbitals and the energy denominators

```lean
/-- For diagonal Fock blocks with occupied energies below virtual ones, the amplitudes are
the integrals divided by orbital-energy differences, with a minus sign. -/
theorem canonical_amplitudes (eo : o → ℝ) (ev : v → ℝ) (gap : ∀ i a, eo i < ev a)
    (A t : Amp o v) :
    amplitudeOp (diagonal eo) (diagonal ev) t = -A ↔
      ∀ i j a b, t i j a b = -A i j a b / (ev a + ev b - eo i - eo j) := by
  have hd : ∀ i j a b, amplitudeOp (diagonal eo) (diagonal ev) t i j a b
      = (ev a + ev b - eo i - eo j) * t i j a b := by
    intro i j a b
    simp only [amplitudeOp, LinearMap.coe_mk, AddHom.coe_mk, diagonal_apply, ite_mul,
      zero_mul, Finset.sum_ite_eq, Finset.mem_univ, if_true]
    ring
  have hne : ∀ i j a b, ev a + ev b - eo i - eo j ≠ 0 := fun i j a b =>
    ne_of_gt (by linarith [gap i a, gap j b])
  constructor
  · intro h i j a b
    have h' : (ev a + ev b - eo i - eo j) * t i j a b = -A i j a b := by
      rw [← hd, h]
      rfl
    rw [eq_div_iff (hne i j a b)]
    linear_combination h'
  · intro h
    funext i j a b
    have h' := (eq_div_iff (hne i j a b)).1 (h i j a b)
    rw [hd]
    change _ = -A i j a b
    linear_combination h'

end NonCanonicalMP2
```

Here `eo` and `ev` are the orbital energies $\varepsilon_i$ and $\varepsilon_a$, and `diagonal` builds the Fock blocks from them. If every $\varepsilon_i$ is below every $\varepsilon_a$, then $t$ solves the amplitude equation if and only if

$$t_{ijab}=\frac{-A_{ijab}}{\varepsilon_a+\varepsilon_b-\varepsilon_i-\varepsilon_j}.$$

With diagonal blocks, each sum in $L$ keeps a single term, so $(Lt)_{ijab}=(\varepsilon_a+\varepsilon_b-\varepsilon_i-\varepsilon_j)\,t_{ijab}$; this is `hd`. The factor is the sum of $\varepsilon_a-\varepsilon_i>0$ and $\varepsilon_b-\varepsilon_j>0$, so it is nonzero (`hne`) and can be divided out. The two halves of the proof are the two directions of the equivalence.

```lean
#print axioms NonCanonicalMP2.amplitude_equation
#print axioms NonCanonicalMP2.canonical_amplitudes
```

```
'NonCanonicalMP2.amplitude_equation' depends on axioms: [propext, Classical.choice, Quot.sound]
'NonCanonicalMP2.canonical_amplitudes' depends on axioms: [propext, Classical.choice, Quot.sound]
```

## One occupied and two virtual orbitals in numbers

The two examples below are ordinary arithmetic and do not appear in the Lean code.

Take one occupied spatial orbital, which can hold both electrons, so that $i=j$ is allowed. Let

$$F^o=(-1),\qquad F^v=\begin{pmatrix}2&1\\1&2\end{pmatrix},\qquad A=\begin{pmatrix}1&0\\0&1\end{pmatrix},$$

where $A$ and $t$ are written as matrices in $a,b$. The eigenvalues of $F^v$ are $1$ and $3$, both above $-1$. The equation becomes $F^vt+tF^v+2t=-A$, with solution

$$t=\frac1{16}\begin{pmatrix}-3&1\\1&-3\end{pmatrix}.$$

To check it, $F^vt=tF^v=\frac1{16}\begin{pmatrix}-5&-1\\-1&-5\end{pmatrix}$, and adding both products to $2t$ gives $-A$.

The contraction is $\langle t,A\rangle=-\tfrac38$. The lower bound also holds: with $m=1$ and $M=-1$, it reads $4\cdot\tfrac{5}{64}=\tfrac5{16}\le\tfrac38$. The off-diagonal amplitudes are nonzero although the corresponding integrals vanish. Dividing each integral by differences of diagonal Fock elements would miss them and would give $-\tfrac13$ for the contraction.

## Touching eigenvalues

The strict inequality in `gap` cannot be relaxed to $\le$. Take one occupied and one virtual spatial orbital, again with $i=j$ allowed, and $F^o=F^v=(\varepsilon)$. Then $Lt=(\varepsilon+\varepsilon-\varepsilon-\varepsilon)t=0$ for every $t$. For $A=1$ the equation has no solution, and for $A=0$ every $t$ is a solution.
